# For two separated fragments with convex energies, a split of the electrons is optimal exactly when no single-electron transfer lowers the energy

Two separated fragments A and B share a fixed whole number of electrons, and their total energy is the sum `EA a + EB b`, with no interaction term. Each fragment's energy is assumed convex in electron number, meaning that its increments never decrease as electrons are added. The theorem `optimal_iff_stable` states that the split into `a` and `b` electrons attains the minimum over all splits of `a + b` exactly when moving one electron, in either direction, from a fragment that has one does not lower the energy. The forward direction holds because every split bounds the minimum from above. For the converse, the proof takes an optimal split and reaches it from the given one by transfers in a single direction, applying `transfer_many` with the fragments' roles exchanged when electrons move from A to B.

An attempt in Lean 4 with a fault in it:

```lean
import Mathlib

namespace OptimalIffStable

/-- An energy is convex in electron number when its increments
`E (N + 1) - E N` never decrease as electrons are added. -/
def ConvexInNumber (E : ℕ → ℝ) : Prop :=
  ∀ N, E (N + 1) - E N ≤ E (N + 2) - E (N + 1)

/-- The energy of two separated fragments sharing `N` electrons: the minimum of
`EA K + EB (N - K)` over all `K ≤ N`. -/
noncomputable def pairEnergy (EA EB : ℕ → ℝ) (N : ℕ) : ℝ :=
  (Finset.range (N + 1)).inf' ⟨0, by simp⟩ (fun K => EA K + EB (N - K))

/-- Every way of splitting the electrons bounds the pair energy from above. -/
theorem pairEnergy_le (EA EB : ℕ → ℝ) {a b N : ℕ} (h : a + b = N) :
    pairEnergy EA EB N ≤ EA a + EB b := by
  subst h
  have h := Finset.inf'_le (fun K => EA K + EB (a + b - K))
    (Finset.mem_range.mpr (by omega : a < a + b + 1))
  simp only [Nat.add_sub_cancel_left] at h
  exact h

/-- Some split of the electrons attains the pair energy. -/
theorem exists_optimal_split (EA EB : ℕ → ℝ) (N : ℕ) :
    ∃ a b, a + b = N ∧ pairEnergy EA EB N = EA a + EB b := by
  obtain ⟨K, hK, e⟩ := Finset.exists_mem_eq_inf' (s := Finset.range (N + 1))
    ⟨0, by simp⟩ (fun K => EA K + EB (N - K))
  have hK' := Finset.mem_range.mp hK
  exact ⟨K, N - K, by omega, e⟩

/-- For an energy convex in electron number, the increment at `m` electrons is at least
the increment at any smaller number `a`. -/
theorem increment_mono {E : ℕ → ℝ} (hE : ConvexInNumber E) {a m : ℕ} (h : a ≤ m) :
    E (a + 1) - E a ≤ E (m + 1) - E m := by
  have hmono : Monotone (fun n => E (n + 1) - E n) := monotone_nat_of_le_succ hE
  exact hmono h

/-- For convex fragments, if moving one electron from B to A does not lower the energy,
then moving any number `k` of electrons from B to A does not lower it either. -/
theorem transfer_many {EA EB : ℕ → ℝ} (hA : ConvexInNumber EA) (hB : ConvexInNumber EB)
    {a b : ℕ} (h : ∀ d, b = d + 1 → EA a + EB b ≤ EA (a + 1) + EB d) (k : ℕ) :
    ∀ d, b = d + k → EA a + EB b ≤ EA (a + k) + EB d := by
  induction k with
  | zero =>
    intro d hd
    subst hd
    exact le_rfl
  | succ k ih =>
    intro d hd
    have h1 := ih (d + 1) (by omega)
    have h2 := h (d + k) (by omega)
    -- each further transfer costs at least as much as the first
    have h3 := increment_mono hA (by omega : a ≤ a + k)
    have h4 := increment_mono hB (by omega : d ≤ d + k)
    have e : EB b = EB (d + k + 1) := congrArg EB (by omega)
    rw [← add_assoc a k 1]
    linarith

/-- For convex fragments, a split of the electrons has the minimal energy exactly when
no transfer of a single electron, in either direction, lowers the energy. -/
theorem optimal_iff_stable {EA EB : ℕ → ℝ} (hA : ConvexInNumber EA)
    (hB : ConvexInNumber EB) (a b : ℕ) :
    pairEnergy EA EB (a + b) = EA a + EB b ↔
      (∀ d, b = d + 1 → EA a + EB b ≤ EA (a + 1) + EB d) ∧
      (∀ c, a = c + 1 → EA a + EB b ≤ EA c + EB (b + 1)) := by
  constructor
  · intro h
    refine ⟨fun d hd => ?_, fun c hc => ?_⟩
    · rw [← h]
      exact pairEnergy_le EA EB (by omega)
    · rw [← h]
      exact pairEnergy_le EA EB (by omega)
  · rintro ⟨h1, h2⟩
    apply le_antisymm (pairEnergy_le EA EB rfl)
    obtain ⟨c, d, hcd, e⟩ := exists_optimal_split EA EB (a + b)
    rw [e]
    -- compare with an optimal split, reached by transfers in one direction
    rcases le_total a c with h | h
    · obtain ⟨k, rfl⟩ := Nat.exists_eq_add_of_le h
      exact transfer_many hA hB h1 k d (by omega)
    · obtain ⟨k, rfl⟩ : ∃ k, d = b + k := ⟨d - b, by omega⟩
      have h3 := transfer_many hB hA
        (fun c hc => by linarith [h2 c hc]) k c (by omega : a = c + k)
      linarith

end OptimalIffStable
```

Messages:

```
Main.lean:84:24: error: linarith failed to find a contradiction
EA EB : ℕ → ℝ
hA : ConvexInNumber EA
hB : ConvexInNumber EB
a b : ℕ
h1 : ∀ (d : ℕ), b = d + 1 → EA a + EB b ≤ EA (a + 1) + EB d
h2 : ∀ (c : ℕ), a = c + 1 → EA a + EB b ≤ EA c + EB (b + 1)
c✝ : ℕ
h : c✝ ≤ a
k : ℕ
hcd : c✝ + (b + k) = a + b
e : pairEnergy EA EB (a + b) = EA c✝ + EB (b + k)
c : ℕ
hc : a = c + 1
a✝ : EB (?m.234 + 1) + EA c < EB ?m.234 + EA a
⊢ False
failed
```

What went wrong. The error is in the use of `transfer_many` for transfers from A to B. That lemma has two implicit electron numbers, `a` for the receiving fragment and `b` for the donor. Here the donor's number is fixed by the last argument, `a = c + k`, but nothing fixes the receiver's: it occurs only in the stability hypothesis and in the conclusion, and `h3` is given no stated type.

The receiver's number is therefore still the unknown `?m.234` when the inner `linarith` runs. The fact supplied, `h2 c hc`, concerns `EB b` and `EB (b + 1)`, while the goal concerns `EB ?m.234` and `EB (?m.234 + 1)`. `linarith` does not choose a value for the unknown, so these terms do not cancel and it finds no contradiction.

Writing `(a := b)` sets the receiver's number to `b`, and the goal then follows from `h2 c hc` by reordering the sums. The other addition, `(b := a)`, only spells out what Lean had already inferred, as `hc : a = c + 1` in the message shows.

Lean accepts the file once it reads:

```diff
@@ -81,5 +81,5 @@
       exact transfer_many hA hB h1 k d (by omega)
     · obtain ⟨k, rfl⟩ : ∃ k, d = b + k := ⟨d - b, by omega⟩
-      have h3 := transfer_many hB hA
+      have h3 := transfer_many hB hA (a := b) (b := a)
         (fun c hc => by linarith [h2 c hc]) k c (by omega : a = c + k)
       linarith
```
